# Gaussian fits of $e^{-\gamma r}$ with weight $r^2e^{-2\gamma r}$: optimal exponents scale as $\gamma^2$, and the slope at $r=0$ is always zero

## Question

Two electrons approach each other, and an explicitly correlated wavefunction describes their short-range correlation with a Slater geminal $e^{-\gamma r}$, where $r$ is the interelectronic distance and $\gamma>0$ an inverse length. To get Gaussian integrals, I replace it by $\sum_k c_k e^{-\alpha_k r^2}$, with coefficients and exponents from a weighted least-squares fit.

I fit once at $\gamma=1$ and multiply the exponents by $\gamma^2$ for any other $\gamma$. Is the result still optimal? And is it right that no such fit has the slope $-\gamma$ at $r=0$? I would like to see both made rigorous and machine-checked.

## Answer

Yes to both. For the first, I let the weight scale with $\gamma$ too; the second holds whatever the weight. Take real $c_k$, positive $\alpha_k$ and the error

$$E_\gamma(c,\alpha)=\int_0^\infty r^2e^{-2\gamma r}\Big(e^{-\gamma r}-\sum_k c_k e^{-\alpha_k r^2}\Big)^2dr .$$

### Rescaling the distance

The integral converges: both exponentials are at most 1, so the integrand is bounded by $r^2e^{-2\gamma r}\,(1+\sum_k|c_k|)^2$.

Now set $\alpha_k=a_k\gamma^2$ with $a_k>0$, and substitute $s=\gamma r$. Then $e^{-\gamma r}=e^{-s}$, $e^{-a_k\gamma^2r^2}=e^{-a_ks^2}$ and $r^2dr=\gamma^{-3}s^2ds$, so

$$E_\gamma(c,a\gamma^2)=\gamma^{-3}E_1(c,a).$$

Any competing positive exponents $\alpha'_k$ at $\gamma$ can be written as $a'_k\gamma^2$ with $a'_k=\alpha'_k/\gamma^2>0$. The two minimisations therefore run over the same set, with errors that differ by the constant factor $\gamma^{-3}$. Optimal fits correspond, with unchanged coefficients.

### The missing linear term

The derivative of the Gaussian sum is $-2r\sum_k c_k\alpha_k e^{-\alpha_kr^2}$, which vanishes at $r=0$. That of $e^{-\gamma r}$ is $-\gamma$ there. If the two functions agreed for all $r>0$, continuity would make them agree at $0$ as well, and their right-hand derivatives would give $-\gamma=0$. So they differ at some $r_0>0$, hence on an interval around it, and $E_\gamma>0$.

### The Lean file

```lean
import Mathlib

open MeasureTheory Set

namespace SlaterGeminalFit

noncomputable section

variable {ι : Type*} [Fintype ι]

/-- The Slater-type geminal `exp(-γ r)` as a function of the interelectronic distance. -/
def slaterGeminal (γ r : ℝ) : ℝ := Real.exp (-γ * r)

/-- A finite sum of Gaussian geminals with coefficients `c k` and exponents `α k`. -/
def gaussianGeminal (c α : ι → ℝ) (r : ℝ) : ℝ :=
  ∑ k, c k * Real.exp (-(α k) * r ^ 2)

/-- The squared deviation of the Gaussian sum from the Slater geminal, with the radial
volume factor `r ^ 2` and the weight `exp(-2 γ r)`. -/
def fitIntegrand (γ : ℝ) (c α : ι → ℝ) (r : ℝ) : ℝ :=
  r ^ 2 * Real.exp (-2 * γ * r) * (slaterGeminal γ r - gaussianGeminal c α r) ^ 2

/-- The weighted least-squares error of the Gaussian fit. -/
def fitError (γ : ℝ) (c α : ι → ℝ) : ℝ := ∫ r in Ioi (0 : ℝ), fitIntegrand γ c α r

/-- The fit `(c, α)` has positive exponents and the least error among all fits with
equally many Gaussians of positive exponent. -/
def IsOptimalFit (γ : ℝ) (c α : ι → ℝ) : Prop :=
  (∀ k, 0 < α k) ∧
    ∀ c' α' : ι → ℝ, (∀ k, 0 < α' k) → fitError γ c α ≤ fitError γ c' α'

/-- The Slater geminal and the Gaussian sum are continuous in the distance. -/
theorem continuous_geminals (γ : ℝ) (c α : ι → ℝ) :
    Continuous (slaterGeminal γ) ∧ Continuous (gaussianGeminal c α) := by
  constructor
  · show Continuous fun r : ℝ => Real.exp (-γ * r)
    fun_prop
  · show Continuous fun r : ℝ => ∑ k, c k * Real.exp (-(α k) * r ^ 2)
    fun_prop

/-- The integrand of the fit error is continuous in the distance. -/
theorem continuous_fitIntegrand (γ : ℝ) (c α : ι → ℝ) :
    Continuous (fitIntegrand γ c α) := by
  obtain ⟨hs, hg⟩ := continuous_geminals γ c α
  exact ((continuous_pow 2).mul
    (by fun_prop : Continuous fun r : ℝ => Real.exp (-2 * γ * r))).mul ((hs.sub hg).pow 2)

/-- For positive `γ` and positive Gaussian exponents the fit-error integral converges. -/
theorem integrableOn_fitIntegrand {γ : ℝ} (hγ : 0 < γ) (c α : ι → ℝ)
    (hα : ∀ k, 0 < α k) : IntegrableOn (fitIntegrand γ c α) (Ioi 0) := by
  have hw : IntegrableOn (fun r : ℝ => r ^ 2 * Real.exp (-(2 * γ) * r)) (Ioi 0) := by
    have h := integrableOn_rpow_mul_exp_neg_mul_rpow (s := 2) (p := 1) (b := 2 * γ)
      (by norm_num) one_pos (by positivity)
    simpa only [Real.rpow_one, Real.rpow_two] using h
  -- the deviation is bounded by a constant, so the weight dominates
  refine Integrable.mono' (Integrable.mul_const hw ((1 + ∑ k, |c k|) ^ 2))
    (continuous_fitIntegrand γ c α).aestronglyMeasurable ?_
  refine (ae_restrict_iff' measurableSet_Ioi).2 (ae_of_all _ fun r hr => ?_)
  have hr0 : 0 < r := hr
  have hs0 : 0 < slaterGeminal γ r := Real.exp_pos _
  have hs1 : slaterGeminal γ r ≤ 1 :=
    Real.exp_le_one_iff.2 (by nlinarith [mul_pos hγ hr0])
  have hg : |gaussianGeminal c α r| ≤ ∑ k, |c k| := by
    refine (Finset.abs_sum_le_sum_abs _ _).trans (Finset.sum_le_sum fun k _ => ?_)
    rw [abs_mul, abs_of_pos (Real.exp_pos _)]
    exact mul_le_of_le_one_right (abs_nonneg _)
      (Real.exp_le_one_iff.2 (by nlinarith [mul_nonneg (hα k).le (sq_nonneg r)]))
  obtain ⟨hg1, hg2⟩ := abs_le.1 hg
  have hsq : (slaterGeminal γ r - gaussianGeminal c α r) ^ 2 ≤ (1 + ∑ k, |c k|) ^ 2 :=
    sq_le_sq' (by linarith) (by linarith)
  rw [Real.norm_of_nonneg (by unfold fitIntegrand; positivity)]
  unfold fitIntegrand
  rw [show -2 * γ * r = -(2 * γ) * r by ring]
  exact mul_le_mul_of_nonneg_left hsq (by positivity)

/-- For positive `γ` and positive `a k`, the fit-error integral with exponents `a k * γ ^ 2`
converges and equals its value at `γ = 1` with exponents `a k`, divided by `γ ^ 3`. -/
theorem fitError_scaling {γ : ℝ} (hγ : 0 < γ) (c a : ι → ℝ) (ha : ∀ k, 0 < a k) :
    IntegrableOn (fitIntegrand γ c (fun k => a k * γ ^ 2)) (Ioi 0) ∧
      fitError γ c (fun k => a k * γ ^ 2) = fitError 1 c a / γ ^ 3 := by
  refine ⟨integrableOn_fitIntegrand hγ c _ fun k => mul_pos (ha k) (pow_pos hγ 2), ?_⟩
  -- both geminals depend on the distance only through `γ * r`
  have hs : ∀ r, fitIntegrand 1 c a (γ * r) =
      γ ^ 2 * fitIntegrand γ c (fun k => a k * γ ^ 2) r := by
    intro r
    have h1 : slaterGeminal 1 (γ * r) = slaterGeminal γ r := by
      unfold slaterGeminal
      rw [show -1 * (γ * r) = -γ * r by ring]
    have h2 : gaussianGeminal c a (γ * r) =
        gaussianGeminal c (fun k => a k * γ ^ 2) r := by
      unfold gaussianGeminal
      refine Finset.sum_congr rfl fun k _ => ?_
      rw [show -(a k) * (γ * r) ^ 2 = -(a k * γ ^ 2) * r ^ 2 by ring]
    unfold fitIntegrand
    rw [h1, h2, show -2 * 1 * (γ * r) = -2 * γ * r by ring]
    ring
  -- substitute `r → γ * r` in the integral
  have h := integral_comp_mul_left_Ioi (fitIntegrand 1 c a) 0 hγ
  simp only [hs, mul_zero, smul_eq_mul, integral_const_mul] at h
  change γ ^ 2 * fitError γ c (fun k => a k * γ ^ 2) = γ⁻¹ * fitError 1 c a at h
  rw [eq_div_iff (pow_ne_zero 3 hγ.ne')]
  calc fitError γ c (fun k => a k * γ ^ 2) * γ ^ 3
      = γ * (γ ^ 2 * fitError γ c (fun k => a k * γ ^ 2)) := by ring
    _ = γ * (γ⁻¹ * fitError 1 c a) := by rw [h]
    _ = fitError 1 c a := mul_inv_cancel_left₀ hγ.ne' _

/-- For `γ > 0`, a fit is optimal at `γ = 1` exactly when the fit with the same coefficients and
with exponents multiplied by `γ ^ 2` is optimal at `γ`. -/
theorem isOptimalFit_scaling {γ : ℝ} (hγ : 0 < γ) (c a : ι → ℝ) :
    IsOptimalFit 1 c a ↔ IsOptimalFit γ c (fun k => a k * γ ^ 2) := by
  have h2 : 0 < γ ^ 2 := pow_pos hγ 2
  have h3 : 0 < γ ^ 3 := pow_pos hγ 3
  constructor
  · rintro ⟨ha, h⟩
    refine ⟨fun k => mul_pos (ha k) h2, fun c' α' hα' => ?_⟩
    -- every competitor at `γ` is a rescaled competitor at `1`
    have hp : ∀ k, 0 < α' k / γ ^ 2 := fun k => div_pos (hα' k) h2
    have e := (fitError_scaling hγ c' (fun k => α' k / γ ^ 2) hp).2
    simp only [div_mul_cancel₀ _ h2.ne'] at e
    rw [(fitError_scaling hγ c a ha).2, e]
    exact (div_le_div_iff_of_pos_right h3).2 (h c' _ hp)
  · rintro ⟨ha, h⟩
    have ha' : ∀ k, 0 < a k := fun k => (mul_pos_iff_of_pos_right h2).1 (ha k)
    refine ⟨ha', fun c' α' hα' => ?_⟩
    have e := h c' (fun k => α' k * γ ^ 2) fun k => mul_pos (hα' k) h2
    rw [(fitError_scaling hγ c a ha').2, (fitError_scaling hγ c' α' hα').2] at e
    exact (div_le_div_iff_of_pos_right h3).1 e

/-- Every finite sum of Gaussian geminals has slope zero at coalescence, `r = 0`. -/
theorem gaussianGeminal_slope (c α : ι → ℝ) :
    HasDerivAt (gaussianGeminal c α) 0 0 := by
  have h : ∀ k, HasDerivAt (fun r : ℝ => c k * Real.exp (-(α k) * r ^ 2)) 0 0 := by
    intro k
    have h1 := (((hasDerivAt_pow 2 (0 : ℝ)).const_mul (-(α k))).exp).const_mul (c k)
    exact h1.congr_deriv (by simp)
  have hsum := HasDerivAt.fun_sum (u := Finset.univ) (fun k _ => h k)
  exact hsum.congr_deriv (by simp)

/-- The Slater geminal has slope `-γ` at coalescence. -/
theorem slaterGeminal_slope (γ : ℝ) : HasDerivAt (slaterGeminal γ) (-γ) 0 := by
  have h := ((hasDerivAt_id (0 : ℝ)).const_mul (-γ)).exp
  exact h.congr_deriv (by simp)

/-- For `γ > 0`, every finite Gaussian sum differs from the Slater geminal at some
positive distance. -/
theorem exists_geminal_ne {γ : ℝ} (hγ : 0 < γ) (c α : ι → ℝ) :
    ∃ r, 0 < r ∧ slaterGeminal γ r ≠ gaussianGeminal c α r := by
  by_contra hcon
  have heq : EqOn (slaterGeminal γ) (gaussianGeminal c α) (Ioi 0) := by
    intro r hr
    by_contra hne
    exact hcon ⟨r, hr, hne⟩
  -- agreement extends to `r = 0`, where the one-sided slopes would have to coincide
  obtain ⟨hs, hg⟩ := continuous_geminals γ c α
  have hcl := heq.closure hs hg
  rw [closure_Ioi] at hcl
  have h0 : (0 : ℝ) ∈ Ici (0 : ℝ) := self_mem_Ici
  have h1 : HasDerivWithinAt (slaterGeminal γ) (-γ) (Ici 0) 0 :=
    (slaterGeminal_slope γ).hasDerivWithinAt
  have h2 : HasDerivWithinAt (slaterGeminal γ) 0 (Ici 0) 0 :=
    (gaussianGeminal_slope c α).hasDerivWithinAt.congr hcl (hcl h0)
  have h3 := UniqueDiffWithinAt.eq_deriv _ (uniqueDiffOn_Ici (0 : ℝ) 0 h0) h1 h2
  linarith

/-- For `γ > 0`, the error of a fit by finitely many Gaussians of positive exponent is strictly
positive. -/
theorem fitError_pos {γ : ℝ} (hγ : 0 < γ) (c α : ι → ℝ) (hα : ∀ k, 0 < α k) :
    0 < fitError γ c α := by
  have hnn : ∀ r, 0 ≤ fitIntegrand γ c α r := fun r => by
    unfold fitIntegrand; positivity
  unfold fitError
  rw [setIntegral_pos_iff_support_of_nonneg_ae (ae_of_all _ hnn)
    (integrableOn_fitIntegrand hγ c α hα)]
  -- the integrand is nonzero on a nonempty open set of distances
  obtain ⟨r, hr, hne⟩ := exists_geminal_ne hγ c α
  have hopen : IsOpen (Function.support (fitIntegrand γ c α)) :=
    isOpen_ne_fun (continuous_fitIntegrand γ c α) continuous_const
  refine (hopen.inter isOpen_Ioi).measure_pos volume ⟨r, ?_, hr⟩
  exact mul_ne_zero (mul_ne_zero (pow_ne_zero 2 hr.ne') (Real.exp_ne_zero _))
    (pow_ne_zero 2 (sub_ne_zero.2 hne))

end

end SlaterGeminalFit
```

```lean
#print axioms SlaterGeminalFit.isOptimalFit_scaling
#print axioms SlaterGeminalFit.gaussianGeminal_slope
#print axioms SlaterGeminalFit.fitError_pos
```

```
'SlaterGeminalFit.isOptimalFit_scaling' depends on axioms: [propext, Classical.choice, Quot.sound]
'SlaterGeminalFit.gaussianGeminal_slope' depends on axioms: [propext, Classical.choice, Quot.sound]
'SlaterGeminalFit.fitError_pos' depends on axioms: [propext, Classical.choice, Quot.sound]
```

### What the theorems say

The finite type `ι` labels the Gaussians, and `c` and `α` are real-valued functions on it. `fitError` is $E_\gamma$, an integral over `Ioi 0`, that is, $r>0$. It has no factor $4\pi$, which would not affect the optimum.

`fitError_scaling` states convergence together with the $\gamma^{-3}$ law. Convergence matters because Lean assigns the value 0 to a divergent integral.

`IsOptimalFit` means a global minimum over all real coefficients and positive exponents for a fixed number of Gaussians. `isOptimalFit_scaling` is an equivalence between optimal fits; it does not say that one exists or is unique.

The slope theorems use `HasDerivAt`, the two-sided derivative of each formula on the whole real line; its restriction to $r\ge0$ is the physical slope. They hold for exponents of any sign. `fitError_pos` requires $\gamma>0$ and positive exponents, and gives no numerical lower bound.

### How the proof follows the derivation

`integrableOn_fitIntegrand` bounds the integrand by the constant multiple of $r^2e^{-2\gamma r}$ above. In `fitError_scaling`, the identity `hs` says that the integrand at $\gamma=1$, evaluated at $\gamma r$, is $\gamma^2$ times the integrand at $\gamma$. The substitution lemma `integral_comp_mul_left_Ioi` supplies the remaining $\gamma^{-1}$.

`isOptimalFit_scaling` divides a competitor's exponents by $\gamma^2$ in one direction and multiplies them in the other, then cancels the positive factor $\gamma^3$.

`exists_geminal_ne` extends the supposed agreement to the closure of $r>0$ and applies uniqueness of the one-sided derivative. `fitError_pos` then uses continuity: the set where the integrand is nonzero is open and meets $r>0$, so it has positive measure there.

### In a calculation

A program can store one table $(c_k,a_k)$ fitted at $\gamma=1$ and use $(c_k,a_k\gamma^2)$ at run time. If its correlation factor is $-e^{-\gamma r}/\gamma$, the coefficients also acquire the prefactor $-1/\gamma$. In such an electronic-structure calculation, a finite Gaussian fit of this one-parameter factor has no term linear in $r$, so the fitted factor itself contributes no electron–electron cusp.

The same substitution handles a weight $r^ne^{-2\gamma r}$ with integer $n\ge0$: the error then scales as $\gamma^{-(n+1)}$, and the optimal exponents still scale as $\gamma^2$.
